# Birkhoff contraction for two-by-two matrices with positive entries, with the sharp one-step factor

Repeated multiplication by a matrix with positive entries turns a positive vector towards a fixed direction, and a distance between directions lets us bound how fast this happens. Here a direction is recorded by the ratio of the two components, and the distance between positive vectors x and y is the difference of the logarithms of their ratios:

δ(x, y) = |log(x₀/x₁) − log(y₀/y₁)|.

This is Hilbert's projective distance. It ignores the lengths of the vectors, so normalising them after each multiplication changes nothing. With two components there is only one ratio to follow, and Birkhoff's contraction theorem becomes a statement of one-variable calculus.

Positive entries occur, for example, in the imaginary-time propagator exp(−τH), τ > 0, of a two-level Hamiltonian H with real matrix elements and strictly negative off-diagonal ones; for such a system the result bounds the relaxation of a positive trial state towards the ground state. The positivity of exp(−τH) follows from these signs but is not proved here: the theorems start from four given positive numbers a, b, c, d. These are real numbers, so rounding is left aside.

```lean
import Mathlib

open Matrix

namespace BirkhoffContraction

noncomputable section
```

## The matrix acting on a ratio

Let A have rows (a, b) and (c, d). If a vector has component ratio t, its image under A has the ratio

f(t) = (at + b)/(ct + d).

In Lean f is `ratioMap a b c d`; for ad ≠ bc, textbooks call it a Möbius or linear fractional map, and for ad = bc it is constant on positive ratios.

```lean
/-- The action `t ↦ (a t + b) / (c t + d)` of a two-by-two matrix on the ratio of the two
components of a vector, for `c t + d ≠ 0`. -/
def ratioMap (a b c d t : ℝ) : ℝ := (a * t + b) / (c * t + d)
```

The proposed contraction factor is

k = |√(ad) − √(bc)| / (√(ad) + √(bc)).

```lean
/-- The Birkhoff contraction coefficient of a two-by-two matrix with positive entries. -/
def birkhoffCoeff (a b c d : ℝ) : ℝ :=
  |√(a * d) - √(b * c)| / (√(a * d) + √(b * c))
```

A vector is a function `Fin 2 → ℝ`, with components numbered 0 and 1, and its ratio is x₀/x₁.

```lean
/-- The ratio of the first to the second component of a vector whose second component is
nonzero. -/
def compRatio (x : Fin 2 → ℝ) : ℝ := x 0 / x 1
```

Write p = √(ad) and q = √(bc). Both are positive, so −(p + q) < p − q < p + q. Dividing by p + q gives 0 ≤ k < 1. The Lean proof splits the absolute value into these two inequalities and leaves them to `linarith`.

```lean
variable {a b c d : ℝ}

/-- For positive entries the Birkhoff coefficient is nonnegative and strictly below one. -/
theorem birkhoffCoeff_mem (ha : 0 < a) (hb : 0 < b) (hc : 0 < c) (hd : 0 < d) :
    0 ≤ birkhoffCoeff a b c d ∧ birkhoffCoeff a b c d < 1 := by
  have hp : 0 < √(a * d) := Real.sqrt_pos.mpr (mul_pos ha hd)
  have hq : 0 < √(b * c) := Real.sqrt_pos.mpr (mul_pos hb hc)
  unfold birkhoffCoeff
  refine ⟨by positivity, ?_⟩
  rw [div_lt_one (by positivity), abs_lt]
  constructor <;> linarith
```

## The slope in the logarithmic variable

Put u = log t. Then log f = log(at + b) − log(ct + d), and dt/du = t, so

d(log f)/du = at/(at + b) − ct/(ct + d) = (ad − bc)t / ((at + b)(ct + d)).

`HasDerivAt` states both that the derivative exists at u and that it has this value. The proof differentiates numerator and denominator, applies the quotient rule and then the logarithm, and simplifies the outcome to the form above.

```lean
/-- For positive entries and `t = exp u`, the logarithm of the ratio map has derivative
`(ad - bc) t / ((at + b)(ct + d))` with respect to `u`. -/
theorem hasDerivAt_log_ratioMap (ha : 0 < a) (hb : 0 < b) (hc : 0 < c) (hd : 0 < d) (u : ℝ) :
    HasDerivAt (fun v => Real.log (ratioMap a b c d (Real.exp v)))
      ((a * d - b * c) * Real.exp u / ((a * Real.exp u + b) * (c * Real.exp u + d))) u := by
  have he := Real.exp_pos u
  have hN : a * Real.exp u + b ≠ 0 := by positivity
  have hD : c * Real.exp u + d ≠ 0 := by positivity
  have h1 : HasDerivAt (fun v => a * Real.exp v + b) (a * Real.exp u) u :=
    ((Real.hasDerivAt_exp u).const_mul a).add_const b
  have h2 : HasDerivAt (fun v => c * Real.exp v + d) (c * Real.exp u) u :=
    ((Real.hasDerivAt_exp u).const_mul c).add_const d
  have h := (h1.fun_div h2 hD).log (div_ne_zero hN hD)
  unfold ratioMap
  exact h.congr_deriv (by field_simp; ring)
```

The denominator needs a lower bound. Expanding it gives

(at + b)(ct + d) = act² + bd + (ad + bc)t.

By the arithmetic-geometric mean inequality, act² + bd ≥ 2√(abcd) t = 2pqt. Since ad + bc = p² + q², it follows that

(at + b)(ct + d) ≥ (p + q)² t.

Lean proves the mean inequality by comparing squares: `h1` evaluates (2pqt)², and `h2` uses (act² − bd)² ≥ 0. Then `h3` removes the squares, and `h4` expands (p + q)²t.

```lean
/-- For positive entries and positive `t`, the product `(at + b)(ct + d)` is at least
`(√(ad) + √(bc))² t`. -/
theorem sq_mul_le (ha : 0 < a) (hb : 0 < b) (hc : 0 < c) (hd : 0 < d) {t : ℝ} (ht : 0 < t) :
    (√(a * d) + √(b * c)) ^ 2 * t ≤ (a * t + b) * (c * t + d) := by
  have hp := Real.sq_sqrt (mul_pos ha hd).le
  have hq := Real.sq_sqrt (mul_pos hb hc).le
  set p := √(a * d)
  set q := √(b * c)
  -- the arithmetic-geometric mean inequality for `a c t²` and `b d`
  have h1 : (2 * p * q * t) ^ 2 = 4 * (a * d) * (b * c) * t ^ 2 := by
    linear_combination 4 * t ^ 2 * q ^ 2 * hp + 4 * t ^ 2 * a * d * hq
  have h2 : (2 * p * q * t) ^ 2 ≤ (a * c * t ^ 2 + b * d) ^ 2 := by
    rw [h1]
    nlinarith [sq_nonneg (a * c * t ^ 2 - b * d)]
  have h3 := (le_abs_self _).trans (abs_le_of_sq_le_sq h2 (by positivity))
  have h4 : (p + q) ^ 2 * t = (a * d + b * c) * t + 2 * p * q * t := by
    linear_combination t * hp + t * hq
  rw [h4]
  linarith
```

## Contraction of one step

Since ad − bc = p² − q² = (p − q)(p + q), the two results combine to

|d(log f)/du| ≤ |p − q|(p + q)t / ((p + q)² t) = |p − q|/(p + q) = k.

The mean value inequality between log s and log t then yields, for all s, t > 0,

|log f(t) − log f(s)| ≤ k |log t − log s|.

In the proof, `bound` is the slope estimate on the whole real line, with `hfac` the factorisation and `key` the lower bound on the denominator. Mathlib's mean value inequality for convex sets does the rest, after which exp(log s) and exp(log t) are replaced by s and t.

```lean
/-- Birkhoff contraction in dimension two: for positive entries the ratio map multiplies logarithmic
distances between positive ratios by at most the Birkhoff coefficient. -/
theorem birkhoff_contraction (ha : 0 < a) (hb : 0 < b) (hc : 0 < c) (hd : 0 < d)
    {s t : ℝ} (hs : 0 < s) (ht : 0 < t) :
    |Real.log (ratioMap a b c d t) - Real.log (ratioMap a b c d s)|
      ≤ birkhoffCoeff a b c d * |Real.log t - Real.log s| := by
  -- the derivative in the logarithmic variable is bounded by the coefficient
  have bound : ∀ u ∈ (Set.univ : Set ℝ),
      ‖(a * d - b * c) * Real.exp u / ((a * Real.exp u + b) * (c * Real.exp u + d))‖
        ≤ birkhoffCoeff a b c d := by
    intro u _
    have he := Real.exp_pos u
    have key := sq_mul_le ha hb hc hd he
    have hp := Real.sq_sqrt (mul_pos ha hd).le
    have hq := Real.sq_sqrt (mul_pos hb hc).le
    have hp0 : 0 < √(a * d) := Real.sqrt_pos.mpr (mul_pos ha hd)
    have hq0 : 0 < √(b * c) := Real.sqrt_pos.mpr (mul_pos hb hc)
    unfold birkhoffCoeff
    set p := √(a * d)
    set q := √(b * c)
    have hpq : 0 < p + q := by positivity
    have hND : 0 < (a * Real.exp u + b) * (c * Real.exp u + d) := by positivity
    have hfac : a * d - b * c = (p - q) * (p + q) := by linear_combination hq - hp
    rw [Real.norm_eq_abs, abs_div, abs_mul, abs_of_pos he, abs_of_pos hND, hfac, abs_mul,
      abs_of_pos hpq, div_le_div_iff₀ hND hpq]
    calc |p - q| * (p + q) * Real.exp u * (p + q)
        = |p - q| * ((p + q) ^ 2 * Real.exp u) := by ring
      _ ≤ _ := mul_le_mul_of_nonneg_left key (abs_nonneg _)
  have h := Convex.norm_image_sub_le_of_norm_hasDerivWithin_le
    (fun u _ => (hasDerivAt_log_ratioMap ha hb hc hd u).hasDerivWithinAt) bound convex_univ
    (Set.mem_univ (Real.log s)) (Set.mem_univ (Real.log t))
  simp only [Real.exp_log hs, Real.exp_log ht, Real.norm_eq_abs] at h
  exact h
```

No smaller constant serves for all pairs of positive ratios. Suppose the contraction holds with some constant K. Taking s = 1 and t = e shows K ≥ 0, and letting two ratios approach each other shows that the slope is nowhere larger than K in absolute value. Now choose

t = pq/(ac).

Then act = pq, and pqt = p²q²/(ac) = bd. Both act² and bd therefore equal pqt, the mean inequality is an equality, and the slope is

(p² − q²)t / ((p + q)² t) = (p − q)/(p + q).

Its absolute value is k, so k ≤ K.

In Lean, `h1` and `h2` are the two relations for this t, `hND` is the equality in the denominator, and `heq` is the value of the slope. The lemma `le_of_lip'` passes from the assumed Lipschitz bound to the bound on the derivative. The sharpness concerns a single multiplication; no such claim is made for the powers of k below.

```lean
/-- Sharpness: for positive entries, any constant that bounds the contraction for all positive
ratios is at least the Birkhoff coefficient. -/
theorem birkhoffCoeff_le (ha : 0 < a) (hb : 0 < b) (hc : 0 < c) (hd : 0 < d) {K : ℝ}
    (h : ∀ s t : ℝ, 0 < s → 0 < t →
      |Real.log (ratioMap a b c d t) - Real.log (ratioMap a b c d s)|
        ≤ K * |Real.log t - Real.log s|) :
    birkhoffCoeff a b c d ≤ K := by
  have hK : 0 ≤ K := by
    have h1 := (abs_nonneg _).trans (h 1 (Real.exp 1) one_pos (Real.exp_pos 1))
    simpa using h1
  have hp := Real.sq_sqrt (mul_pos ha hd).le
  have hq := Real.sq_sqrt (mul_pos hb hc).le
  have hp0 : 0 < √(a * d) := Real.sqrt_pos.mpr (mul_pos ha hd)
  have hq0 : 0 < √(b * c) := Real.sqrt_pos.mpr (mul_pos hb hc)
  unfold birkhoffCoeff
  set p := √(a * d)
  set q := √(b * c)
  have hpq : 0 < p + q := by positivity
  -- a ratio at which the absolute value of the derivative is largest
  obtain ⟨t, ht, h1⟩ : ∃ t : ℝ, 0 < t ∧ a * c * t = p * q :=
    ⟨p * q / (a * c), by positivity, by field_simp⟩
  have h2 : p * q * t = b * d := by
    apply mul_left_cancel₀ (mul_pos ha hc).ne'
    linear_combination p * q * h1 + q ^ 2 * hp + a * d * hq
  have hND : (a * t + b) * (c * t + d) = (p + q) ^ 2 * t := by
    linear_combination t * h1 - t * hp - t * hq - h2
  have heq : (a * d - b * c) * t / ((a * t + b) * (c * t + d)) = (p - q) / (p + q) := by
    rw [hND, div_eq_div_iff (by positivity) hpq.ne']
    linear_combination t * (p + q) * hq - t * (p + q) * hp
  have hder := (hasDerivAt_log_ratioMap ha hb hc hd (Real.log t)).le_of_lip' hK
    (Filter.Eventually.of_forall fun u => by
      have hu := h (Real.exp (Real.log t)) (Real.exp u) (Real.exp_pos _) (Real.exp_pos _)
      rw [Real.log_exp, Real.log_exp] at hu
      exact hu)
  rw [Real.exp_log ht, heq, Real.norm_eq_abs, abs_div, abs_of_pos hpq] at hder
  exact hder
```

## From ratios back to vectors

For a positive vector x,

(Ax)₀/(Ax)₁ = (ax₀ + bx₁)/(cx₀ + dx₁) = f(x₀/x₁),

where the last step divides numerator and denominator by x₁. The matrix is written `!![a, b; c, d]`, and `*ᵥ` is its product with a vector. Only c and d are assumed positive here, which is enough to keep the denominator away from zero. Lean computes the two components in `e0` and `e1` and cross-multiplies.

```lean
/-- Multiplying a positive vector by a matrix with positive second row transforms its component
ratio by the ratio map. -/
theorem compRatio_mulVec (a b : ℝ) (hc : 0 < c) (hd : 0 < d) {x : Fin 2 → ℝ}
    (hx : ∀ i, 0 < x i) :
    compRatio (!![a, b; c, d] *ᵥ x) = ratioMap a b c d (compRatio x) := by
  have h0 := hx 0
  have h1 := hx 1
  have e0 : (!![a, b; c, d] *ᵥ x) 0 = a * x 0 + b * x 1 := by
    simp [Matrix.mulVec, dotProduct, Fin.sum_univ_two]
  have e1 : (!![a, b; c, d] *ᵥ x) 1 = c * x 0 + d * x 1 := by
    simp [Matrix.mulVec, dotProduct, Fin.sum_univ_two]
  have hr : x 0 / x 1 * x 1 = x 0 := div_mul_cancel₀ _ h1.ne'
  unfold compRatio ratioMap
  rw [e0, e1, div_eq_div_iff (by positivity) (by positivity)]
  linear_combination (b * c - a * d) * hr
```

To apply the one-step bound repeatedly, we check that the iterates remain positive. Each component of Ax is a sum of positive products, so Ax is positive whenever x is, and induction extends this to Aⁿx. The case n = 0 is x itself.

```lean
/-- A power of a matrix with positive entries maps positive vectors to positive vectors. -/
theorem pow_mulVec_pos (ha : 0 < a) (hb : 0 < b) (hc : 0 < c) (hd : 0 < d) {x : Fin 2 → ℝ}
    (hx : ∀ i, 0 < x i) (n : ℕ) : ∀ i, 0 < (!![a, b; c, d] ^ n *ᵥ x) i := by
  induction n with
  | zero => simpa using hx
  | succ n ih =>
    rw [pow_succ', ← Matrix.mulVec_mulVec]
    generalize !![a, b; c, d] ^ n *ᵥ x = y at ih
    have h0 := ih 0
    have h1 := ih 1
    rw [Fin.forall_fin_two]
    constructor <;> simp [Matrix.mulVec, dotProduct, Fin.sum_univ_two] <;> positivity
```

Write δₙ for the projective distance between Aⁿx and Aⁿy. One more multiplication gives

δₙ₊₁ ≤ k δₙ ≤ k · kⁿ δ₀ = kⁿ⁺¹ δ₀.

The second inequality uses k ≥ 0. The induction in Lean has the same two links: `birkhoff_contraction` applied to the ratios of the nth iterates, followed by the induction hypothesis multiplied by k.

```lean
/-- Under `n` multiplications by a matrix with positive entries, the projective distance of two
positive vectors becomes at most its initial value times the `n`-th power of the Birkhoff
coefficient. -/
theorem pow_contraction (ha : 0 < a) (hb : 0 < b) (hc : 0 < c) (hd : 0 < d)
    {x y : Fin 2 → ℝ} (hx : ∀ i, 0 < x i) (hy : ∀ i, 0 < y i) (n : ℕ) :
    |Real.log (compRatio (!![a, b; c, d] ^ n *ᵥ x))
        - Real.log (compRatio (!![a, b; c, d] ^ n *ᵥ y))|
      ≤ birkhoffCoeff a b c d ^ n * |Real.log (compRatio x) - Real.log (compRatio y)| := by
  induction n with
  | zero => simp
  | succ n ih =>
    have px := pow_mulVec_pos ha hb hc hd hx n
    have py := pow_mulVec_pos ha hb hc hd hy n
    rw [pow_succ' !![a, b; c, d], ← Matrix.mulVec_mulVec, ← Matrix.mulVec_mulVec,
      compRatio_mulVec a b hc hd px, compRatio_mulVec a b hc hd py]
    refine (birkhoff_contraction ha hb hc hd (div_pos (py 0) (py 1))
      (div_pos (px 0) (px 1))).trans ?_
    rw [pow_succ' (birkhoffCoeff a b c d), mul_assoc]
    exact mul_le_mul_of_nonneg_left ih (birkhoffCoeff_mem ha hb hc hd).1
```

## Convergence of power iteration

Let A be positive, in the sense that all its entries are positive, and let v be an eigenvector with positive components, Av = μv. Since Av is positive, μ is not zero. Hence Aⁿv = μⁿv has the same component ratio as v, and setting y = v in the previous estimate gives

δ(Aⁿx, v) ≤ kⁿ δ(x, v).

As k < 1, the right-hand side tends to zero, and the direction of Aⁿx approaches that of v from every positive start x. The proof follows this order: `hne` is μ ≠ 0, `hpow` is the formula for Aⁿv, and `hr` says that the common factor μⁿ drops out of the ratio.

```lean
/-- Power iteration with a positive matrix from a positive start: the projective distance to a
positive eigenvector after `n` steps is at most the initial one times the `n`-th power of the
Birkhoff coefficient. -/
theorem power_iteration (ha : 0 < a) (hb : 0 < b) (hc : 0 < c) (hd : 0 < d)
    {x v : Fin 2 → ℝ} (hx : ∀ i, 0 < x i) (hv : ∀ i, 0 < v i) {μ : ℝ}
    (hμ : !![a, b; c, d] *ᵥ v = μ • v) (n : ℕ) :
    |Real.log (compRatio (!![a, b; c, d] ^ n *ᵥ x)) - Real.log (compRatio v)|
      ≤ birkhoffCoeff a b c d ^ n * |Real.log (compRatio x) - Real.log (compRatio v)| := by
  have hne : μ ≠ 0 := by
    rintro rfl
    have h := pow_mulVec_pos ha hb hc hd hv 1 0
    rw [pow_one, hμ] at h
    simp at h
  have hpow : !![a, b; c, d] ^ n *ᵥ v = μ ^ n • v := by
    induction n with
    | zero => simp
    | succ n ih =>
      rw [pow_succ', ← Matrix.mulVec_mulVec, ih, Matrix.mulVec_smul, hμ, smul_smul, pow_succ]
  -- rescaling does not change the component ratio
  have hr : compRatio (μ ^ n • v) = compRatio v := by
    unfold compRatio
    rw [Pi.smul_apply, Pi.smul_apply, smul_eq_mul, smul_eq_mul,
      mul_div_mul_left _ _ (pow_ne_zero n hne)]
  have h := pow_contraction ha hb hc hd hx hv n
  rwa [hpow, hr] at h
```

The theorem takes v as given, and an explicit formula supplies one for every positive A. With S = √((a − d)² + 4bc), let

v = (a − d + S, 2c), μ = (a + d + S)/2.

Because 4bc > 0, S exceeds |a − d|, so both components are positive. For the first component of Av = μv, insert S² = (a − d)² + 4bc:

μ(a − d + S) = ((a + S)² − d²)/2 = a(a − d + S) + 2bc.

For the second,

c(a − d + S) + 2cd = c(a + d + S) = 2cμ.

The vector is not normalised; the unit vector is v/√((a − d + S)² + 4c²). In Lean, `hpos` is the positivity of the first component, and `e0` and `e1` are the two component equations. Only b and c are assumed positive here, while a and d may be any real numbers.

```lean
/-- For positive `b` and `c`, the vector `(a - d + √((a - d)² + 4bc), 2c)` is positive and is an
eigenvector with eigenvalue `(a + d + √((a - d)² + 4bc)) / 2`. -/
theorem positive_eigenvector_witness (a d : ℝ) (hb : 0 < b) (hc : 0 < c) :
    (∀ i, 0 < (![a - d + √((a - d) ^ 2 + 4 * b * c), 2 * c] : Fin 2 → ℝ) i) ∧
    !![a, b; c, d] *ᵥ ![a - d + √((a - d) ^ 2 + 4 * b * c), 2 * c]
      = ((a + d + √((a - d) ^ 2 + 4 * b * c)) / 2) •
        ![a - d + √((a - d) ^ 2 + 4 * b * c), 2 * c] := by
  have hbc := mul_pos hb hc
  have hS : √((a - d) ^ 2 + 4 * b * c) ^ 2 = (a - d) ^ 2 + 4 * b * c :=
    Real.sq_sqrt (by positivity)
  have hS0 := Real.sqrt_nonneg ((a - d) ^ 2 + 4 * b * c)
  generalize √((a - d) ^ 2 + 4 * b * c) = S at hS hS0 ⊢
  have hpos : 0 < a - d + S := by
    by_contra hcon
    nlinarith
  constructor
  · rw [Fin.forall_fin_two]
    exact ⟨hpos, mul_pos two_pos hc⟩
  · have e0 : a * (a - d + S) + b * (2 * c) = (a + d + S) / 2 * (a - d + S) := by
      linear_combination (-1 / 2) * hS
    have e1 : c * (a - d + S) + d * (2 * c) = (a + d + S) / 2 * (2 * c) := by ring
    funext i
    fin_cases i
    · simpa [Matrix.mulVec, dotProduct, Fin.sum_univ_two] using e0
    · simp only [Matrix.mulVec, dotProduct, Fin.sum_univ_two]
      exact e1

end

end BirkhoffContraction
```

```lean
#print axioms BirkhoffContraction.birkhoff_contraction
#print axioms BirkhoffContraction.birkhoffCoeff_le
#print axioms BirkhoffContraction.power_iteration
```

```
'BirkhoffContraction.birkhoff_contraction' depends on axioms: [propext, Classical.choice, Quot.sound]
'BirkhoffContraction.birkhoffCoeff_le' depends on axioms: [propext, Classical.choice, Quot.sound]
'BirkhoffContraction.power_iteration' depends on axioms: [propext, Classical.choice, Quot.sound]
```
